# Vector operators connect angular momenta j and k only when |j − k| is 0 or 1

An atom in a weak magnetic field sits in a sublevel of angular momentum $j$, and light drives it to another level through its electric dipole. The rule I learned says that $j$ changes by at most one, and that $0\to0$ never happens. The derivations I know use Clebsch–Gordan coefficients. The dipole's commutators with $\mathbf J$ only say that it rotates as a vector, and they never mention $j$. How can they limit its change, and why does $0\to0$ need a separate argument?

## A double commutator limits which eigenvalues of J² are connected

Commuting twice with $J^2$ turns the rotation law into an equation for the eigenvalues. Set $\hbar=1$, number $x,y,z$ as $0,1,2$, and sum over repeated indices. As subscripts, $i,j,k,l$ label components; elsewhere $i$ is the imaginary unit and $j,k$ are angular momenta. The assumptions are symmetric $J_i$ with $[J_i,J_j]=i\epsilon_{ijk}J_k$, and $[J_i,V_j]=i\epsilon_{ijk}V_k$.

Write $S=J_kV_k$. Then $[J_i,S]=i\epsilon_{ikl}(J_lV_k+J_kV_l)=0$, since the bracket is symmetric in $k,l$. The case $V=J$ gives $[J_i,J^2]=0$. Next,

$$[J^2,V_i]=i\epsilon_{jik}(J_jV_k+V_kJ_j)=-2i(J\times V)_i-2V_i,$$

after moving $J_j$ to the left. Commuting with $J^2$ again, and using this formula twice, gives

$$[J^2,[J^2,V_i]]=-4(J\times(J\times V))_i-4[J^2,V_i]-4V_i.$$

Reordering $J_jJ_i$ gives $(J\times(J\times V))_i=J_iS+i(J\times V)_i-J^2V_i$. Eliminating $J\times V$ leaves Dirac's identity:

$$[J^2,[J^2,V_i]]=2(J^2V_i+V_iJ^2)-4J_iS.$$

Let $J^2v=av$ and $J^2w=bw$ with $a\ne b$. Since $J_iS$ commutes with $J^2$, $(a-b)\langle w,J_iSv\rangle=0$, so the last term drops out. If $\langle w,V_iv\rangle\neq0$, then $(a-b)^2=2(a+b)$.

Now put $a=j(j+1)$, $b=k(k+1)$, $p=(j-k)^2$ and $q=(j+k+1)^2$. The condition reads $pq=p+q-1$, or $(p-1)(q-1)=0$. For $j,k\ge0$, $q=1$ forces $j=k=0$, contrary to $a\neq b$. Hence $|j-k|=1$. If instead $a=b$, then $(j-k)(j+k+1)=0$ and $j=k$.

Equal eigenvalues thus escape the restriction, which is why $0\to0$ needs its own argument. If $J^2v=0$, then $\sum_k\|J_kv\|^2=0$, so every $J_kv=0$, and likewise for $w$. Because $iV_i=[J_{i+1},V_{i+2}]$ (indices modulo 3), its matrix element vanishes.

Here is the same argument in Lean 4.

```lean
import Mathlib

open Complex

namespace ZeemanSelectionRules

noncomputable section

variable {R : Type*} [Ring R]

/-- The scalar product `J·V = ∑ₖ Jₖ Vₖ` of two operator triples; `dot J J` is `J²`. -/
def dot (J V : Fin 3 → R) : R := ∑ k, J k * V k

/-- The relations `[Jᵢ, Vⱼ] = i εᵢⱼₖ Vₖ`, written out for each `i` with indices counted
cyclically modulo 3. With `V = J` these are the angular-momentum relations. -/
def IsVectorOperator [Algebra ℂ R] (J V : Fin 3 → R) : Prop :=
  ∀ i, J i * V i - V i * J i = 0 ∧
    J i * V (i + 1) - V (i + 1) * J i = I • V (i + 2) ∧
    J i * V (i + 2) - V (i + 2) * J i = -(I • V (i + 1))

/-- The same relations for the generators `A = -iJ`, free of imaginary units:
`[Aᵢ, Vⱼ] = εᵢⱼₖ Vₖ`. -/
def Rotates (A V : Fin 3 → R) : Prop :=
  ∀ i, A i * V i - V i * A i = 0 ∧
    A i * V (i + 1) - V (i + 1) * A i = V (i + 2) ∧
    A i * V (i + 2) - V (i + 2) * A i = -V (i + 1)

/-- Cyclic arithmetic of the three Cartesian indices. -/
lemma cyc (i : Fin 3) : i + 1 + 1 = i + 2 ∧ i + 1 + 2 = i ∧ i + 2 + 1 = i ∧
    i + 2 + 2 = i + 1 := by
  revert i; decide

/-- The scalar product may be summed starting from any Cartesian index. -/
lemma dot_cyclic (J V : Fin 3 → R) (i : Fin 3) :
    dot J V = J i * V i + J (i + 1) * V (i + 1) + J (i + 2) * V (i + 2) := by
  rw [dot, Fin.sum_univ_three]
  fin_cases i
  · rfl
  · change _ = J 1 * V 1 + J 2 * V 2 + J 0 * V 0
    abel
  · change _ = J 2 * V 2 + J 0 * V 0 + J 1 * V 1
    abel

/-- If `A` and `V` both rotate as vectors under `A`, then `A·V` commutes with each `Aᵢ`. -/
lemma rotates_dot {A V : Fin 3 → R} (hA : Rotates A A) (hV : Rotates A V) (i : Fin 3) :
    A i * dot A V = dot A V * A i := by
  obtain ⟨h1, h2, h3⟩ := hV i
  obtain ⟨-, g2, g3⟩ := hA i
  rw [dot_cyclic A V i]
  linear_combination (norm := noncomm_ring) A i * h1 + g2 * V (i + 1) + A (i + 1) * h2
    + g3 * V (i + 2) + A (i + 2) * h3

/-- The commutator of `A²` with a component of a vector operator. -/
lemma rotates_sq {A V : Fin 3 → R} (hV : Rotates A V) (i : Fin 3) :
    dot A A * V i - V i * dot A A =
      2 * (A (i + 2) * V (i + 1) - A (i + 1) * V (i + 2)) + 2 * V i := by
  obtain ⟨e1, e2, e3, e4⟩ := cyc i
  have ha := hV i
  have hb := hV (i + 1)
  have hc := hV (i + 2)
  rw [e1, e2] at hb
  rw [e3, e4] at hc
  rw [dot_cyclic A A i]
  linear_combination (norm := noncomm_ring) A i * ha.1 + ha.1 * A i
    + A (i + 1) * hb.2.2 + hb.2.2 * A (i + 1) + A (i + 2) * hc.2.1 + hc.2.1 * A (i + 2)
    + hb.2.1 - hc.2.2

/-- The double commutator of `A²` with a component of a vector operator, when `A` also rotates as a
vector under itself. -/
lemma rotates_double {A V : Fin 3 → R} (hA : Rotates A A) (hV : Rotates A V) (i : Fin 3) :
    dot A A * (dot A A * V i - V i * dot A A) - (dot A A * V i - V i * dot A A) * dot A A =
      4 * (A i * dot A V) - 2 * (dot A A * V i + V i * dot A A) := by
  obtain ⟨e1, e2, e3, e4⟩ := cyc i
  have hx := rotates_sq hV i
  have hy := rotates_sq hV (i + 1)
  have hz := rotates_sq hV (i + 2)
  have hca := (hA (i + 2)).2.1
  rw [e1, e2] at hy
  rw [e3, e4] at hz hca
  have hab := (hA i).2.1
  have hb := rotates_dot hA hA (i + 1)
  have hc := rotates_dot hA hA (i + 2)
  have hC := dot_cyclic A A i
  have hS := dot_cyclic A V i
  linear_combination (norm := noncomm_ring) dot A A * hx - hx * dot A A
    + 2 * A (i + 2) * hy - 2 * A (i + 1) * hz - 2 * hc * V (i + 1) + 2 * hb * V (i + 2)
    + 4 * hca * V (i + 2) - 4 * hab * V (i + 1) + 4 * hC * V i - 4 * A i * hS

section Algebra

variable [Algebra ℂ R] {J V : Fin 3 → R}

/-- Passing from `J` to `-iJ` removes the imaginary units, for any multiple `sV` of `V`. -/
lemma IsVectorOperator.rotates (h : IsVectorOperator J V) (s : ℂ) :
    Rotates (fun k => (-I) • J k) (fun k => s • V k) := by
  have key : ∀ p q : R, ((-I) • p) * (s • q) - (s • q) * ((-I) • p)
      = (-I * s) • (p * q - q * p) := by
    intro p q
    rw [smul_mul_smul_comm, smul_mul_smul_comm, mul_comm s, smul_sub]
  have hs : -I * s * I = s := by linear_combination (-s) * I_mul_I
  intro i
  exact ⟨(key (J i) (V i)).trans (by rw [(h i).1, smul_zero]),
    (key (J i) (V (i + 1))).trans (by rw [(h i).2.1, smul_smul, hs]),
    (key (J i) (V (i + 2))).trans (by rw [(h i).2.2, smul_neg, smul_smul, hs])⟩

/-- The square of `-i` is `-1`. -/
lemma negI_sq : (-I) * (-I) = (-1 : ℂ) := by rw [neg_mul_neg, I_mul_I]

/-- Replacing `J` by `-iJ` multiplies the scalar product `J·V` by `-i`. -/
lemma dot_negI (J V : Fin 3 → R) : dot (fun k => (-I) • J k) V = (-I) • dot J V := by
  simp only [dot, smul_mul_assoc, Finset.smul_sum]

/-- For an angular momentum `J` and a vector operator `V`, the scalar `J·V` commutes with
every component of `J`. -/
theorem scalar_commutes (hJ : IsVectorOperator J J) (hV : IsVectorOperator J V) (i : Fin 3) :
    J i * dot J V = dot J V * J i := by
  have hV' : Rotates (fun k => (-I) • J k) V := by simpa only [one_smul] using hV.rotates 1
  have h : ((-I) • J i) * dot (fun k => (-I) • J k) V
      = dot (fun k => (-I) • J k) V * ((-I) • J i) := rotates_dot (hJ.rotates (-I)) hV' i
  rw [dot_negI, smul_mul_smul_comm, smul_mul_smul_comm, negI_sq] at h
  simpa only [neg_smul, one_smul, neg_inj] using h

/-- Dirac's identity `[J², [J², Vᵢ]] = 2(J²Vᵢ + VᵢJ²) - 4Jᵢ(J·V)` for an angular momentum `J`
and a vector operator `V`. -/
theorem double_commutator (hJ : IsVectorOperator J J) (hV : IsVectorOperator J V)
    (i : Fin 3) :
    dot J J * (dot J J * V i - V i * dot J J) - (dot J J * V i - V i * dot J J) * dot J J =
      2 • (dot J J * V i + V i * dot J J) - 4 • (J i * dot J V) := by
  have hV' : Rotates (fun k => (-I) • J k) V := by simpa only [one_smul] using hV.rotates 1
  have h := rotates_double (hJ.rotates (-I)) hV' i
  have hC : dot (fun k => (-I) • J k) (fun k => (-I) • J k) = -dot J J := by
    simp only [dot, smul_mul_smul_comm, negI_sq]
    simp only [neg_smul, one_smul, Finset.sum_neg_distrib]
  have hS : ((-I) • J i) * dot (fun k => (-I) • J k) V = -(J i * dot J V) := by
    rw [dot_negI, smul_mul_smul_comm, negI_sq, neg_smul, one_smul]
  rw [hC, hS] at h
  linear_combination (norm := noncomm_ring) h

end Algebra

variable {E : Type*} [NormedAddCommGroup E] [InnerProductSpace ℂ E]
  {J V : Fin 3 → Module.End ℂ E}

/-- If a vector operator connects eigenvectors of `J²` with real eigenvalues `a` and `b`, for a
symmetric angular momentum `J`, then `a = b` or `(a - b)² = 2(a + b)`. -/
theorem eigenvalue_condition (hsym : ∀ i, LinearMap.IsSymmetric (J i))
    (hJ : IsVectorOperator J J) (hV : IsVectorOperator J V) {a b : ℝ} {v w : E}
    (hv : (dot J J) v = (a : ℂ) • v) (hw : (dot J J) w = (b : ℂ) • w) (i : Fin 3)
    (hne : inner ℂ w (V i v) ≠ 0) : a = b ∨ (a - b) ^ 2 = 2 * (a + b) := by
  by_cases hab : a = b
  · exact Or.inl hab
  right
  -- `J²` acts to the left on `w`
  have hQ : ∀ u, inner ℂ w ((dot J J) u) = (b : ℂ) * inner ℂ w u := by
    intro u
    have hs : inner ℂ ((dot J J) w) u = inner ℂ w ((dot J J) u) := by
      simp only [dot, LinearMap.sum_apply, sum_inner, inner_sum, Module.End.mul_apply]
      exact Finset.sum_congr rfl fun k _ => (hsym k _ _).trans (hsym k _ _)
    rw [← hs, hw, inner_smul_left, conj_ofReal]
  -- `Jᵢ(J·V)` preserves the eigenvalue of `J²`, so it cannot connect `v` to `w`
  have hX : inner ℂ w (J i ((dot J V) v)) = 0 := by
    have hcomm : Commute (dot J J) (dot J V) := Commute.sum_left _ _ _ fun k _ =>
      Commute.mul_left (scalar_commutes hJ hV k) (scalar_commutes hJ hV k)
    have h1 := LinearMap.congr_fun (scalar_commutes hJ hJ i) ((dot J V) v)
    have h2 := LinearMap.congr_fun hcomm.eq v
    simp only [Module.End.mul_apply] at h1 h2
    have h3 := hQ (J i ((dot J V) v))
    rw [← h1, h2, hv, map_smul, map_smul, inner_smul_right] at h3
    have h4 : ((a : ℂ) - b) * inner ℂ w (J i ((dot J V) v)) = 0 := by
      linear_combination h3
    exact (mul_eq_zero.1 h4).resolve_left (sub_ne_zero.2 (by exact_mod_cast hab))
  have h := congrArg (fun T : Module.End ℂ E => inner ℂ w (T v)) (double_commutator hJ hV i)
  simp only [LinearMap.sub_apply, LinearMap.add_apply, LinearMap.smul_apply,
    Module.End.mul_apply, hv, map_smul, inner_sub_right, inner_add_right, inner_smul_right,
    hQ, ← Nat.cast_smul_eq_nsmul ℂ, Nat.cast_ofNat, hX] at h
  have h5 : (((a - b) ^ 2 - 2 * (a + b) : ℝ) : ℂ) * inner ℂ w (V i v) = 0 := by
    push_cast
    linear_combination h
  have h6 : (a - b) ^ 2 - 2 * (a + b) = 0 := by
    exact_mod_cast (mul_eq_zero.1 h5).resolve_right hne
  linarith

/-- Selection rule: if a component of a vector operator has a nonzero matrix element between states
of angular momentum `j, k ≥ 0`, for a symmetric angular momentum `J`, then `j = k` or `|j - k| = 1`.
-/
theorem selection_rule (hsym : ∀ i, LinearMap.IsSymmetric (J i))
    (hJ : IsVectorOperator J J) (hV : IsVectorOperator J V) {j k : ℝ} (hj : 0 ≤ j)
    (hk : 0 ≤ k) {v w : E} (hv : (dot J J) v = ((j * (j + 1) : ℝ) : ℂ) • v)
    (hw : (dot J J) w = ((k * (k + 1) : ℝ) : ℂ) • w) (i : Fin 3)
    (hne : inner ℂ w (V i v) ≠ 0) : j = k ∨ |j - k| = 1 := by
  rcases eigenvalue_condition hsym hJ hV hv hw i hne with h | h
  · left
    have h' : (j - k) * (j + k + 1) = 0 := by linear_combination h
    rcases mul_eq_zero.1 h' with h' | h' <;> linarith
  · have h' : ((j - k) ^ 2 - 1) * ((j + k) * (j + k + 2)) = 0 := by linear_combination h
    rcases mul_eq_zero.1 h' with h' | h'
    · right
      have h1 : |j - k| ^ 2 = 1 := by rw [sq_abs]; linarith
      nlinarith [abs_nonneg (j - k)]
    · left
      rcases mul_eq_zero.1 h' with h' | h' <;> linarith

/-- A state with `J² v = 0` is annihilated by every component of a symmetric `J`. -/
lemma component_eq_zero (hsym : ∀ i, LinearMap.IsSymmetric (J i)) {v : E}
    (hv : (dot J J) v = 0) (i : Fin 3) : J i v = 0 := by
  have h0 : inner ℂ v ((dot J J) v) = 0 := by rw [hv, inner_zero_right]
  have h : ∑ k, ((‖J k v‖ : ℝ) : ℂ) ^ 2 = 0 := by
    refine Eq.trans ?_ h0
    simp only [dot, LinearMap.sum_apply, inner_sum, Module.End.mul_apply]
    exact Finset.sum_congr rfl fun k _ =>
      (inner_self_eq_norm_sq_to_K (𝕜 := ℂ) (J k v)).symm.trans (hsym k v (J k v))
  have h' : ∑ k, ‖J k v‖ ^ 2 = 0 := by exact_mod_cast h
  have hi := (Finset.sum_eq_zero_iff_of_nonneg fun k _ => sq_nonneg ‖J k v‖).1 h' i
    (Finset.mem_univ i)
  exact norm_eq_zero.1 (pow_eq_zero_iff two_ne_zero |>.1 hi)

/-- For a symmetric `J`, a vector operator has no matrix element between two states with
`J² = 0`. -/
theorem zero_to_zero_forbidden (hsym : ∀ i, LinearMap.IsSymmetric (J i))
    (hV : IsVectorOperator J V) {v w : E} (hv : (dot J J) v = 0) (hw : (dot J J) w = 0)
    (i : Fin 3) : inner ℂ w (V i v) = 0 := by
  obtain ⟨e1, e2, -, -⟩ := cyc i
  have h := (hV (i + 1)).2.1
  rw [e1, e2] at h
  -- `i Vᵢ` is a commutator with a component of `J`, which annihilates both states
  have h1 := congrArg (fun T : Module.End ℂ E => inner ℂ w (T v)) h
  simp only [LinearMap.sub_apply, LinearMap.smul_apply, Module.End.mul_apply,
    component_eq_zero hsym hv, map_zero, sub_zero, inner_smul_right] at h1
  rw [← hsym (i + 1) w, component_eq_zero hsym hw, inner_zero_left] at h1
  exact (mul_eq_zero.1 h1.symm).resolve_left I_ne_zero

/-- Real rotation generators on the orbitals `s, x, y, z`. -/
def rot : Fin 3 → Matrix (Fin 4) (Fin 4) ℤ :=
  ![!![0, 0, 0, 0; 0, 0, 0, 0; 0, 0, 0, -1; 0, 0, 1, 0],
    !![0, 0, 0, 0; 0, 0, 0, 1; 0, 0, 0, 0; 0, -1, 0, 0],
    !![0, 0, 0, 0; 0, 0, -1, 0; 0, 1, 0, 0; 0, 0, 0, 0]]

/-- Dipole matrices joining the `s` orbital to the orbitals `x, y, z`. -/
def dip : Fin 3 → Matrix (Fin 4) (Fin 4) ℤ :=
  ![!![0, 1, 0, 0; 1, 0, 0, 0; 0, 0, 0, 0; 0, 0, 0, 0],
    !![0, 0, 1, 0; 0, 0, 0, 0; 1, 0, 0, 0; 0, 0, 0, 0],
    !![0, 0, 0, 1; 0, 0, 0, 0; 0, 0, 0, 0; 1, 0, 0, 0]]

/-- An integer matrix read as a complex one. -/
def toC : Matrix (Fin 4) (Fin 4) ℤ →+* Matrix (Fin 4) (Fin 4) ℂ :=
  (Int.castRingHom ℂ).mapMatrix

/-- The matrices `i·rot` are a Hermitian angular momentum with `J² = diag(0, 2, 2, 2)`, and
`dip` is a vector operator whose third component joins `s` to `z`. -/
theorem selection_rule_witness :
    IsVectorOperator (fun k => I • toC (rot k)) (fun k => I • toC (rot k)) ∧
    IsVectorOperator (fun k => I • toC (rot k)) (fun k => toC (dip k)) ∧
    (∀ k, (I • toC (rot k)).IsHermitian) ∧
    dot (fun k => I • toC (rot k)) (fun k => I • toC (rot k))
      = Matrix.diagonal ![0, 2, 2, 2] ∧
    toC (dip 2) 3 0 = 1 := by
  have key : ∀ (s : ℂ) (W : Fin 3 → Matrix (Fin 4) (Fin 4) ℤ), Rotates rot W →
      IsVectorOperator (fun k => I • toC (rot k)) (fun k => s • toC (W k)) := by
    intro s W hW i
    have e : ∀ p q : Matrix (Fin 4) (Fin 4) ℤ,
        (I • toC p) * (s • toC q) - (s • toC q) * (I • toC p)
          = I • s • toC (p * q - q * p) := by
      intro p q
      rw [smul_mul_smul_comm, smul_mul_smul_comm, mul_comm s I, ← smul_sub, mul_smul,
        map_sub, map_mul, map_mul]
    exact ⟨(e _ _).trans (by rw [(hW i).1, map_zero, smul_zero, smul_zero]),
      (e _ _).trans (by rw [(hW i).2.1]),
      (e _ _).trans (by rw [(hW i).2.2, map_neg, smul_neg, smul_neg])⟩
  have hR : Rotates rot rot := by unfold Rotates; decide +kernel
  have hD : Rotates rot dip := by unfold Rotates; decide +kernel
  refine ⟨key I rot hR, by simpa only [one_smul] using key 1 dip hD, ?_, ?_, ?_⟩
  · intro k
    have hK : ∀ k a b, rot k b a = -rot k a b := by decide +kernel
    ext a b
    change star (I * ((rot k b a : ℤ) : ℂ)) = I * ((rot k a b : ℤ) : ℂ)
    rw [hK k a b]
    simp
  · have h1 : dot (fun k => I • toC (rot k)) (fun k => I • toC (rot k))
        = toC (-dot rot rot) := by
      simp only [dot, smul_mul_smul_comm, I_mul_I, neg_smul, one_smul,
        Finset.sum_neg_distrib, map_neg, map_sum, map_mul]
    have h2 : -dot rot rot = Matrix.diagonal ![0, 2, 2, 2] := by decide +kernel
    rw [h1, h2]
    ext a b
    fin_cases a <;> fin_cases b <;> simp [toC]
  · simp [toC, dip]

end

end ZeemanSelectionRules
```

```lean
#print axioms ZeemanSelectionRules.eigenvalue_condition
#print axioms ZeemanSelectionRules.selection_rule
#print axioms ZeemanSelectionRules.zero_to_zero_forbidden
```

```
'ZeemanSelectionRules.eigenvalue_condition' depends on axioms: [propext, Classical.choice, Quot.sound]
'ZeemanSelectionRules.selection_rule' depends on axioms: [propext, Classical.choice, Quot.sound]
'ZeemanSelectionRules.zero_to_zero_forbidden' depends on axioms: [propext, Classical.choice, Quot.sound]
```

## What the theorems say about atomic states

`IsVectorOperator J V` is the rotation law, `dot J J` is $J^2$, and `dot J V` is $S$. In `selection_rule`, `J` and `V` are triples of linear maps on a complex inner-product space `E` of any dimension. Only `J` must be symmetric. The numbers $j,k$ are real and nonnegative, not assumed half-integral, and the states need not be normalised. `zero_to_zero_forbidden` adds the $0\to0$ rule.

These maps act on all of `E`. For a real atom, one must still supply a common domain that contains the states and that the unbounded dipole and angular-momentum operators map into itself.

The rule only excludes couplings; parity, for example, can forbid others. It is exact for eigenstates of $J^2$. A magnetic field can mix levels of different $j$, so for the atom of the opening the rule is an approximation, good while that mixing is small. In a dipole matrix over levels $j=3/2,5/2,7/2$, the block between $3/2$ and $7/2$ is zero: $a=15/4$ and $b=63/4$ give $(a-b)^2=144$ but $2(a+b)=39$. Its $4\times8$ entries per component need no integrals.

The relations with $J_2$ (that is, $J_z$) alone are not enough. On one s and five d orbitals, let $V_0=V_1=0$, and let $V_2$ swap s and $d_{z^2}$ and send the other four d orbitals to zero. All relations with $J_2$ hold, yet $V_2$ connects $j=0$ to $k=2$.

## From commutators to the selection rule in Lean

The generators $A=-iJ$ remove the imaginary units. `rotates_dot`, `rotates_sq` and `rotates_double` then prove the invariance of the scalar product and the two commutators; their `linear_combination` terms are the substitutions above, and `noncomm_ring` checks the ordered products. `scalar_commutes` and `double_commutator` return to $J$.

In `eigenvalue_condition`, `hQ` moves $J^2$ onto $w$ and `hX` removes the $J_iS$ term. `selection_rule` does the factorisation, and `component_eq_zero` supplies the sum of squares for $0\to0$.

`selection_rule_witness` gives explicit matrices on one s and three p orbitals, where a dipole connects $J^2=0$ to $J^2=2$, so a change of one does occur.
